# Unentangled two-qubit states have total collective Pauli variance at least 4; the singlet has 0

To ask whether the spin fluctuations of two qubits can reveal entanglement, one must first fix which states count as unentangled. Here they are the finite convex mixtures of normalised pure product states, written as density matrices.

```lean
import Mathlib

open Matrix
open scoped Kronecker

namespace LocalUncertaintyWitness

noncomputable section

/-- The matrix `|ψ⟩⟨ψ|` of a state vector `ψ`. -/
def density {n : Type*} (ψ : n → ℂ) : Matrix n n ℂ := vecMulVec ψ (star ψ)

/-- The expectation value `Re tr(ρ A)`. -/
def expect {n : Type*} [Fintype n] (ρ A : Matrix n n ℂ) : ℝ := (trace (ρ * A)).re

/-- The variance `⟨A²⟩ - ⟨A⟩²` of `A` in the state `ρ`. -/
def variance {n : Type*} [Fintype n] (ρ A : Matrix n n ℂ) : ℝ :=
  expect ρ (A * A) - expect ρ A ^ 2

/-- The Pauli matrices `σ_x, σ_y, σ_z`, numbered 0, 1, 2. -/
def pauli : Fin 3 → Matrix (Fin 2) (Fin 2) ℂ :=
  ![!![0, 1; 1, 0], !![0, -Complex.I; Complex.I, 0], !![1, 0; 0, -1]]

/-- The collective spin component `σ_k ⊗ 1 + 1 ⊗ σ_k` of two qubits. -/
def spinSum (k : Fin 3) : Matrix (Fin 2 × Fin 2) (Fin 2 × Fin 2) ℂ :=
  pauli k ⊗ₖ 1 + 1 ⊗ₖ pauli k

/-- The sum of the variances of the three collective spin components. -/
def totalVariance (ρ : Matrix (Fin 2 × Fin 2) (Fin 2 × Fin 2) ℂ) : ℝ :=
  ∑ k, variance ρ (spinSum k)

/-- The product vector `|a⟩ ⊗ |b⟩` of two qubits. -/
def productVec (a b : Fin 2 → ℂ) : Fin 2 × Fin 2 → ℂ := fun x => a x.1 * b x.2

/-- The singlet vector `(|01⟩ - |10⟩)/√2`. -/
def singlet : Fin 2 × Fin 2 → ℂ :=
  ((Real.sqrt 2 : ℝ) : ℂ)⁻¹ • (productVec ![1, 0] ![0, 1] - productVec ![0, 1] ![1, 0])

/-- Mixing states with probabilities `p i` never lowers the variance of an observable below
the average of the individual variances. -/
theorem variance_concave {ι n : Type*} [Fintype ι] [Fintype n] (p : ι → ℝ)
    (hp : ∀ i, 0 ≤ p i) (hsum : ∑ i, p i = 1) (ρ : ι → Matrix n n ℂ) (A : Matrix n n ℂ) :
    ∑ i, p i * variance (ρ i) A ≤ variance (∑ i, (p i : ℂ) • ρ i) A := by
  -- expectation values are linear in the state
  have hlin : ∀ B : Matrix n n ℂ,
      expect (∑ i, (p i : ℂ) • ρ i) B = ∑ i, p i * expect (ρ i) B := by
    intro B
    simp only [expect, Finset.sum_mul, Matrix.smul_mul, trace_sum, trace_smul, smul_eq_mul,
      Complex.re_sum, Complex.re_ofReal_mul]
  -- the spread of the individual means about any value m is nonnegative
  have hspread : ∀ m : ℝ, 0 ≤ ∑ i, p i * expect (ρ i) A ^ 2
      - 2 * m * ∑ i, p i * expect (ρ i) A + m ^ 2 * ∑ i, p i := by
    intro m
    have h0 : 0 ≤ ∑ i, p i * (expect (ρ i) A - m) ^ 2 :=
      Finset.sum_nonneg fun i _ => mul_nonneg (hp i) (sq_nonneg _)
    have h1 : ∑ i, p i * (expect (ρ i) A - m) ^ 2 = ∑ i, p i * expect (ρ i) A ^ 2
        - 2 * m * ∑ i, p i * expect (ρ i) A + m ^ 2 * ∑ i, p i := by
      rw [Finset.mul_sum, Finset.mul_sum, ← Finset.sum_sub_distrib, ← Finset.sum_add_distrib]
      exact Finset.sum_congr rfl fun i _ => by ring
    rwa [h1] at h0
  have h := hspread (∑ i, p i * expect (ρ i) A)
  rw [hsum] at h
  simp only [variance, hlin, mul_sub, Finset.sum_sub_distrib]
  nlinarith [h]

/-- For a normalised qubit vector the squared expectation values of the three Pauli matrices
add up to one. -/
theorem bloch_length (a : Fin 2 → ℂ) (ha : star a ⬝ᵥ a = 1) :
    ∑ k, expect (density a) (pauli k) ^ 2 = 1 := by
  have h := congrArg Complex.re ha
  simp only [dotProduct, Fin.sum_univ_two, Pi.star_apply, Complex.star_def, Complex.add_re,
    Complex.mul_re, Complex.conj_re, Complex.conj_im, Complex.one_re] at h
  have hN : (a 0).re ^ 2 + (a 0).im ^ 2 + (a 1).re ^ 2 + (a 1).im ^ 2 = 1 := by
    linear_combination h
  simp [expect, density, pauli, Fin.sum_univ_three, trace_fin_two, Matrix.mul_apply,
    Fin.sum_univ_two, vecMulVec_apply]
  linear_combination
    ((a 0).re ^ 2 + (a 0).im ^ 2 + (a 1).re ^ 2 + (a 1).im ^ 2 + 1) * hN

/-- In a product of normalised qubit vectors, the variance of a collective spin component is
`2 - ⟨σ_k⟩_a² - ⟨σ_k⟩_b²`. -/
theorem variance_product (a b : Fin 2 → ℂ) (ha : star a ⬝ᵥ a = 1) (hb : star b ⬝ᵥ b = 1)
    (k : Fin 3) : variance (density (productVec a b)) (spinSum k) =
      2 - expect (density a) (pauli k) ^ 2 - expect (density b) (pauli k) ^ 2 := by
  have htr : ∀ c : Fin 2 → ℂ, star c ⬝ᵥ c = 1 → trace (density c) = 1 := by
    intro c hc
    refine Eq.trans ?_ hc
    simp only [density, Matrix.trace, Matrix.diag_apply, vecMulVec_apply, dotProduct]
    exact Finset.sum_congr rfl fun i _ => mul_comm _ _
  have him : ∀ c : Fin 2 → ℂ, (trace (density c * pauli k)).im = 0 := by
    intro c
    fin_cases k <;> simp [density, pauli, trace_fin_two, Matrix.mul_apply,
      Fin.sum_univ_two, vecMulVec_apply] <;> ring
  have hprod : density (productVec a b) = density a ⊗ₖ density b := by
    ext ⟨i, j⟩ ⟨l, m⟩
    simp only [density, productVec, vecMulVec_apply, kroneckerMap_apply, Pi.star_apply, star_mul']
    ring
  have hp : pauli k * pauli k = 1 := by
    ext i j
    fin_cases k <;> fin_cases i <;> fin_cases j <;>
      simp [pauli, Matrix.mul_apply, Fin.sum_univ_two]
  -- the square of the collective spin is 2 + 2 σ_k ⊗ σ_k
  have hsq : spinSum k * spinSum k =
      (2 : ℂ) • ((1 : Matrix (Fin 2) (Fin 2) ℂ) ⊗ₖ (1 : Matrix (Fin 2) (Fin 2) ℂ))
        + (2 : ℂ) • (pauli k ⊗ₖ pauli k) := by
    simp only [spinSum, add_mul, mul_add, ← mul_kronecker_mul, hp, one_mul, mul_one]
    module
  rw [variance, hsq, hprod]
  simp only [expect, spinSum, mul_add, Matrix.mul_smul, ← mul_kronecker_mul, mul_one,
    trace_add, trace_smul, trace_kronecker, htr a ha, htr b hb, smul_eq_mul, one_mul]
  simp only [Complex.add_re, Complex.mul_re, Complex.mul_im, him, Complex.re_ofNat,
    Complex.im_ofNat]
  ring

/-- Every product of two normalised qubit vectors has total collective spin variance
exactly 4. -/
theorem totalVariance_product (a b : Fin 2 → ℂ) (ha : star a ⬝ᵥ a = 1)
    (hb : star b ⬝ᵥ b = 1) : totalVariance (density (productVec a b)) = 4 := by
  simp only [totalVariance, variance_product a b ha hb, Finset.sum_sub_distrib,
    bloch_length a ha, bloch_length b hb]
  norm_num

/-- Local uncertainty bound: in any finite convex mixture of normalised two-qubit product
states, the variances of the three collective spin components total at least 4. -/
theorem four_le_totalVariance {ι : Type*} [Fintype ι] (p : ι → ℝ) (hp : ∀ i, 0 ≤ p i)
    (hsum : ∑ i, p i = 1) (a b : ι → Fin 2 → ℂ) (ha : ∀ i, star (a i) ⬝ᵥ a i = 1)
    (hb : ∀ i, star (b i) ⬝ᵥ b i = 1) :
    4 ≤ totalVariance (∑ i, (p i : ℂ) • density (productVec (a i) (b i))) := by
  calc (4 : ℝ) = ∑ i, p i * totalVariance (density (productVec (a i) (b i))) := by
        simp only [totalVariance_product _ _ (ha _) (hb _), ← Finset.sum_mul, hsum, one_mul]
    _ = ∑ k, ∑ i, p i * variance (density (productVec (a i) (b i))) (spinSum k) := by
        simp only [totalVariance, Finset.mul_sum]
        exact Finset.sum_comm
    _ ≤ _ := Finset.sum_le_sum fun k _ => variance_concave p hp hsum _ _

/-- The singlet vector is normalised. -/
theorem singlet_normalized : star singlet ⬝ᵥ singlet = 1 := by
  have h : ((Real.sqrt 2 : ℝ) : ℂ)⁻¹ * ((Real.sqrt 2 : ℝ) : ℂ)⁻¹ = 1 / 2 := by
    rw [← mul_inv, ← Complex.ofReal_mul, Real.mul_self_sqrt (by norm_num)]
    norm_num
  simp [singlet, productVec, dotProduct, Fintype.sum_prod_type, Fin.sum_univ_two]
  linear_combination 2 * h

/-- Each collective spin component annihilates the singlet. -/
theorem spinSum_singlet (k : Fin 3) : spinSum k *ᵥ singlet = 0 := by
  have h : spinSum k *ᵥ (productVec ![1, 0] ![0, 1] - productVec ![0, 1] ![1, 0]) = 0 := by
    ext ⟨i, j⟩
    fin_cases k <;> fin_cases i <;> fin_cases j <;>
      simp [spinSum, pauli, productVec, mulVec, dotProduct, Fintype.sum_prod_type,
        Fin.sum_univ_two, kroneckerMap_apply, Matrix.one_apply]
  rw [singlet, mulVec_smul, h, smul_zero]

/-- In the singlet the variances of the three collective spin components total 0. -/
theorem totalVariance_singlet : totalVariance (density singlet) = 0 := by
  refine Finset.sum_eq_zero fun k _ => ?_
  have h : spinSum k * density singlet = 0 := by
    rw [density, mul_vecMulVec, spinSum_singlet]
    ext i j
    simp [vecMulVec_apply]
  have h1 : trace (density singlet * spinSum k) = 0 := by
    rw [trace_mul_comm, h, trace_zero]
  have h2 : trace (density singlet * (spinSum k * spinSum k)) = 0 := by
    rw [trace_mul_comm, mul_assoc, h, mul_zero, trace_zero]
  simp [variance, expect, h1, h2]

/-- The singlet is not a finite convex mixture of normalised two-qubit product states. -/
theorem singlet_entangled {ι : Type*} [Fintype ι] (p : ι → ℝ) (hp : ∀ i, 0 ≤ p i)
    (hsum : ∑ i, p i = 1) (a b : ι → Fin 2 → ℂ) (ha : ∀ i, star (a i) ⬝ᵥ a i = 1)
    (hb : ∀ i, star (b i) ⬝ᵥ b i = 1) :
    density singlet ≠ ∑ i, (p i : ℂ) • density (productVec (a i) (b i)) := by
  intro h
  have h4 := four_le_totalVariance p hp hsum a b ha hb
  rw [← h, totalVariance_singlet] at h4
  norm_num at h4

end

end LocalUncertaintyWitness
```

```lean
#print axioms LocalUncertaintyWitness.four_le_totalVariance
#print axioms LocalUncertaintyWitness.singlet_normalized
#print axioms LocalUncertaintyWitness.singlet_entangled
```

```
'LocalUncertaintyWitness.four_le_totalVariance' depends on axioms: [propext, Classical.choice, Quot.sound]
'LocalUncertaintyWitness.singlet_normalized' depends on axioms: [propext, Classical.choice, Quot.sound]
'LocalUncertaintyWitness.singlet_entangled' depends on axioms: [propext, Classical.choice, Quot.sound]
```

The observables are the three collective spin components

J_k = σ_k⊗1 + 1⊗σ_k,

called `spinSum k` in the file, with k = 0, 1, 2 standing for x, y, z. They are in Pauli units: the physical total spin is (ħ/2)J_k, so a summed variance of 4 corresponds to ħ².

The main theorem, `four_le_totalVariance`, takes a finite family of qubit pairs aᵢ, bᵢ with probabilities pᵢ and considers

ρ = Σᵢ pᵢ |aᵢ⊗bᵢ⟩⟨aᵢ⊗bᵢ|.

It states that the variances of J_0, J_1 and J_2 in ρ add up to at least 4. The hypotheses `hp` and `hsum` make the pᵢ a probability distribution, while `ha` and `hb` say ⟨aᵢ|aᵢ⟩ = ⟨bᵢ|bᵢ⟩ = 1. By `totalVariance_product`, every pure product state gives exactly 4, so the bound is attained. By `totalVariance_singlet`, the singlet gives 0, and `singlet_entangled` concludes that its density matrix is not equal to any such mixture.

A state vector is a complex function on the basis labels, `Fin 2` for one qubit and `Fin 2 × Fin 2` for two. The matrix |ψ⟩⟨ψ| is `density ψ`, and `expect ρ A` is Re tr(ρA). Taking the real part makes the expectation a real number by definition; for a Hermitian state and observable it discards nothing. The variance is ⟨A²⟩ − ⟨A⟩².

For two distinguishable qubits, a total below 4 therefore rules out every mixture of this kind without a full reconstruction of the state. The implication runs one way only: the triplet (|01⟩ + |10⟩)/√2 is entangled, yet a short calculation, not formalised here, gives it a total of 8. Applying the bound to an experiment also requires that the apparatus really measures these Pauli components on both qubits, which is a matter of calibration and not a hypothesis of the theorem.

The first ingredient is that mixing cannot lower the variance below the average of the individual variances. Let mᵢ be the mean of an observable A in the i-th state, and let m = Σᵢ pᵢmᵢ. Expectation values are linear in the state, so the ⟨A²⟩ terms cancel in the difference:

Var_ρ(A) − Σᵢ pᵢ Varᵢ(A) = Σᵢ pᵢmᵢ² − m² = Σᵢ pᵢ(mᵢ − m)² ≥ 0.

This is `variance_concave`. Its step `hlin` is the linearity, and `hspread` expands the weighted square about an arbitrary value, which is then set to the mean m.

The second ingredient is the unit length of the Bloch vector of a pure qubit. For a normalised vector a = (a₀, a₁),

⟨σ_x⟩ = 2 Re(a₀* a₁), ⟨σ_y⟩ = 2 Im(a₀* a₁), ⟨σ_z⟩ = |a₀|² − |a₁|².

The squares add up to

4|a₀|²|a₁|² + (|a₀|² − |a₁|²)² = (|a₀|² + |a₁|²)² = 1.

In `bloch_length`, Lean expands everything into real and imaginary parts. With N = |a₀|² + |a₁|², the final `linear_combination` uses N² − 1 = (N + 1)(N − 1) together with N = 1.

Next comes the variance in a single product state. Since σ_k² = 1,

J_k² = 2 + 2 σ_k⊗σ_k.

Write s_k = ⟨σ_k⟩_a and t_k = ⟨σ_k⟩_b. In the state a⊗b the expectation of σ_k⊗σ_k factorises into s_k t_k, and the mean of J_k is s_k + t_k. Hence

Var(J_k) = 2 + 2s_k t_k − (s_k + t_k)² = 2 − s_k² − t_k².

The lemma `variance_product` follows the same route. Its step `hprod` splits the density matrix into a Kronecker product, `hsq` is the formula for J_k², and `htr` supplies the unit traces. The step `him` shows that the single-qubit Pauli traces have no imaginary part, so that the real part of their product is the product of their real parts.

Summing over the three components and using the Bloch length for each qubit gives

Σ_k Var(J_k) = 6 − 1 − 1 = 4.

For a mixture, concavity applies to each component separately:

Σ_k Var_ρ(J_k) ≥ Σ_k Σᵢ pᵢ Varᵢ(J_k) = Σᵢ pᵢ · 4 = 4.

The `calc` block in `four_le_totalVariance` is this chain read from right to left, with `Finset.sum_comm` exchanging the two sums.

It remains to treat the singlet, (|01⟩ − |10⟩)/√2. Its squared norm is (1 + 1)/2 = 1, which is `singlet_normalized`. Leaving out the factor 1/√2, the two terms of each J_k act on |01⟩ − |10⟩ as follows:

x: (|11⟩ − |00⟩) + (|00⟩ − |11⟩) = 0,

y: i(|11⟩ + |00⟩) − i(|00⟩ + |11⟩) = 0,

z: (|01⟩ + |10⟩) − (|01⟩ + |10⟩) = 0.

Lean checks the same cancellations entry by entry in `spinSum_singlet`. Because J_k annihilates the state, both ⟨J_k⟩ and ⟨J_k²⟩ vanish, and so does each variance. In `totalVariance_singlet` this is expressed through the product of J_k with the density matrix, which is zero, and the cyclic property of the trace.

If the singlet were a mixture of product states, its total variance would have to be at least 4. Since it is 0, `singlet_entangled` ends with the contradiction 4 ≤ 0.
